# Two sine waves with distinct positive wave numbers and the same logarithmic derivative at R fit any value and second derivative there in exactly one way

I want to treat the reduced s-wave pseudo wave $u$ ($r$ times the radial function) inside the matching radius $R$ as an actual function of $r$, so that its slope and curvature at $R$ are derivatives of that function and not separate fitting data. Take

$$u(r) = a_0 \sin(k_0 r) + a_1 \sin(k_1 r),$$

with distinct $k_0, k_1 > 0$ chosen so that each sine wave already has the logarithmic derivative $L$ of the all-electron wave, reduced in the same way, at $R$: $\sin(k_i R) \neq 0$ and $k_i\cos(k_i R) = L\sin(k_i R)$. I believe that for any real $v$ and $c$ there is exactly one pair $a_0, a_1$ with $u(R) = v$ and $u''(R) = c$, and that $u'(R) = Lv$ then comes for free. Can this be stated precisely and checked by machine in Lean 4? And does the choice of waves leave a mark on the potential I get by inverting the radial equation?

## The coefficients and the slope at the matching radius

Yes to both. The matching condition restricts only the wave numbers, so the slope condition on $u$ can be derived from it for every choice of coefficients. Differentiating gives

$$u'(r) = \sum_i a_i k_i \cos(k_i r), \qquad u''(r) = \sum_i (-k_i^2)\, a_i \sin(k_i r).$$

At $R$ the matching condition replaces each $k_i\cos(k_i R)$ by $L\sin(k_i R)$:

$$u'(R) = \sum_i a_i L \sin(k_i R) = L\,u(R).$$

So $u(R) = v$ alone forces $u'(R) = Lv$.

For the coefficients, write $s_i = \sin(k_i R)$. The two remaining conditions are

$$s_0 a_0 + s_1 a_1 = v, \qquad -k_0^2 s_0 a_0 - k_1^2 s_1 a_1 = c.$$

The determinant is $s_0 s_1 (k_0^2 - k_1^2)$. It is non-zero because the sines are non-zero and distinct positive numbers have distinct squares. The unique solution is

$$a_0 = \frac{c + k_1^2 v}{(k_1^2 - k_0^2)\,s_0}, \qquad a_1 = -\frac{c + k_0^2 v}{(k_1^2 - k_0^2)\,s_1}.$$

The same argument works for $n$ waves, $i = 0, \dots, n-1$. Each pair of derivatives multiplies the coefficient of wave $i$ by $-k_i^2$, so prescribing the derivatives of order $0, 2, \dots, 2n-2$ at $R$ means solving

$$\sum_i (-k_i^2)^m s_i\, a_i = c_m, \qquad m = 0, \dots, n-1.$$

This is a transposed Vandermonde matrix in the numbers $-k_i^2$ times the diagonal matrix of the $s_i$. Its determinant is

$$\prod_i s_i \prod_{i<j} (k_i^2 - k_j^2) \neq 0,$$

so there is exactly one solution. Moreover, $u^{(2m)}$ is itself a combination of the same matched waves. The slope relation therefore applies to it and gives $u^{(2m+1)}(R) = L c_m$.

## A potential with zero slope at R

In atomic units the radial s-wave equation is $-\tfrac12 u'' + Vu = Eu$, so $V = E + u''/(2u)$ wherever $u \neq 0$. If $u(R) \neq 0$, the quotient rule gives

$$V'(R) = \frac{u'''(R)\,u(R) - u''(R)\,u'(R)}{2u(R)^2}
= \frac{L\,u''(R)\,u(R) - u''(R)\,L\,u(R)}{2u(R)^2} = 0.$$

This holds for any number of matched waves and any coefficients. For pseudopotential generation with such a finite s-wave sine expansion, it means that choosing $u''(R)$ can make the inverted potential continuous with the outer one, but a kink remains whenever the outer potential has non-zero slope at $R$. Adding more waves matched to the same $L$ does not remove it.

## The Lean file

```lean
import Mathlib

open Matrix

namespace PseudoWaveMatching

noncomputable section

variable {n : ℕ}

/-- The radial pseudo wave `u(r) = ∑ aᵢ sin(kᵢ r)` with wave numbers `k` and coefficients `a`. -/
def wave (k a : Fin n → ℝ) (r : ℝ) : ℝ := ∑ i, a i * Real.sin (k i * r)

/-- Every sine wave `sin(kᵢ r)` satisfies `u'(R) = L u(R)` at the matching radius `R`. -/
def LogMatched (k : Fin n → ℝ) (R L : ℝ) : Prop :=
  ∀ i, k i * Real.cos (k i * R) = L * Real.sin (k i * R)

/-- The potential `V = E + u''/(2u)` found by inverting the radial s-wave Schrödinger equation
in atomic units, on the domain where `u(r) ≠ 0`. -/
def invertedPotential (E : ℝ) (u : ℝ → ℝ) (r : ℝ) : ℝ :=
  E + deriv (deriv u) r / (2 * u r)

/-- The slope of the pseudo wave is `∑ aᵢ kᵢ cos(kᵢ r)`. -/
theorem hasDerivAt_wave (k a : Fin n → ℝ) (r : ℝ) :
    HasDerivAt (wave k a) (∑ i, a i * (k i * Real.cos (k i * r))) r := by
  have h : ∀ i ∈ (Finset.univ : Finset (Fin n)),
      HasDerivAt (fun r => a i * Real.sin (k i * r)) (a i * (k i * Real.cos (k i * r))) r := by
    intro i _
    have h1 : HasDerivAt (fun r => k i * r) (k i) r :=
      ((hasDerivAt_id' r).const_mul (k i)).congr_deriv (mul_one _)
    exact (h1.sin.const_mul (a i)).congr_deriv (by ring)
  exact HasDerivAt.fun_sum h

/-- Two derivatives multiply the coefficient of each sine wave by `-kᵢ²`. -/
theorem deriv_deriv_wave (k a : Fin n → ℝ) :
    deriv (deriv (wave k a)) = wave k (fun i => -(k i) ^ 2 * a i) := by
  have h1 : deriv (wave k a) = fun r => ∑ i, a i * (k i * Real.cos (k i * r)) :=
    funext fun r => (hasDerivAt_wave k a r).deriv
  rw [h1]
  funext r
  have h : ∀ i ∈ (Finset.univ : Finset (Fin n)),
      HasDerivAt (fun r => a i * (k i * Real.cos (k i * r)))
        (-(k i) ^ 2 * a i * Real.sin (k i * r)) r := by
    intro i _
    have h2 : HasDerivAt (fun r => k i * r) (k i) r :=
      ((hasDerivAt_id' r).const_mul (k i)).congr_deriv (mul_one _)
    exact ((h2.cos.const_mul (k i)).const_mul (a i)).congr_deriv (by ring)
  exact (HasDerivAt.fun_sum h).deriv

/-- The derivative of order `2m` multiplies the coefficient of each sine wave by `(-kᵢ²)ᵐ`. -/
theorem iteratedDeriv_even_wave (k a : Fin n → ℝ) (m : ℕ) :
    iteratedDeriv (2 * m) (wave k a) = wave k (fun i => (-(k i) ^ 2) ^ m * a i) := by
  induction m with
  | zero => simp [iteratedDeriv_zero]
  | succ m ih =>
    rw [show 2 * (m + 1) = 2 * m + 1 + 1 by ring, iteratedDeriv_succ, iteratedDeriv_succ, ih,
      deriv_deriv_wave]
    congr 1
    funext i
    ring

/-- If all wave numbers are matched to the logarithmic derivative `L` at `R`, every combination
of the sine waves has `u'(R) = L u(R)`. -/
theorem hasDerivAt_wave_matched {k : Fin n → ℝ} {R L : ℝ} (h : LogMatched k R L)
    (a : Fin n → ℝ) : HasDerivAt (wave k a) (L * wave k a R) R := by
  refine (hasDerivAt_wave k a R).congr_deriv ?_
  unfold wave
  rw [Finset.mul_sum]
  exact Finset.sum_congr rfl fun i _ => by linear_combination a i * h i

/-- For `n` distinct positive wave numbers, matched to `L` at `R` and with `sin(kᵢ R) ≠ 0`, the
derivatives of orders `0, 2, …, 2n-2` at `R` can be prescribed at will and fix the coefficients
uniquely; each derivative of the next odd order is then `L` times the prescribed value. -/
theorem existsUnique_matching {k : Fin n → ℝ} {R L : ℝ} (hpos : ∀ i, 0 < k i)
    (hk : Function.Injective k) (hs : ∀ i, Real.sin (k i * R) ≠ 0) (h : LogMatched k R L)
    (c : Fin n → ℝ) :
    (∃! a : Fin n → ℝ, ∀ m : Fin n, iteratedDeriv (2 * (m : ℕ)) (wave k a) R = c m) ∧
    ∀ a : Fin n → ℝ, (∀ m : Fin n, iteratedDeriv (2 * (m : ℕ)) (wave k a) R = c m) →
      ∀ m : Fin n, iteratedDeriv (2 * (m : ℕ) + 1) (wave k a) R = L * c m := by
  constructor
  · -- the numbers `-kᵢ²` are distinct
    have hinj : Function.Injective (fun i => -(k i) ^ 2) := by
      intro i j hij
      have hij' : -(k i) ^ 2 = -(k j) ^ 2 := hij
      have hz : (k i - k j) * (k i + k j) = 0 := by linear_combination -hij'
      apply hk
      rcases mul_eq_zero.mp hz with h0 | h0
      · linarith
      · linarith [hpos i, hpos j]
    -- the matching conditions form a Vandermonde system
    let M : Matrix (Fin n) (Fin n) ℝ :=
      (vandermonde (fun i => -(k i) ^ 2))ᵀ * diagonal (fun i => Real.sin (k i * R))
    have hdet : IsUnit M.det := by
      rw [isUnit_iff_ne_zero]
      change ((vandermonde (fun i => -(k i) ^ 2))ᵀ *
        diagonal (fun i => Real.sin (k i * R))).det ≠ 0
      rw [det_mul, det_transpose, det_diagonal]
      exact mul_ne_zero (det_vandermonde_ne_zero_iff.mpr hinj)
        (Finset.prod_ne_zero_iff.mpr fun i _ => hs i)
    have key : ∀ (a : Fin n → ℝ) (m : Fin n),
        iteratedDeriv (2 * (m : ℕ)) (wave k a) R = (M *ᵥ a) m := by
      intro a m
      rw [iteratedDeriv_even_wave]
      simp only [M, wave, mulVec, dotProduct, mul_diagonal, transpose_apply, vandermonde_apply]
      exact Finset.sum_congr rfl fun i _ => by ring
    refine ⟨M⁻¹ *ᵥ c, fun m => ?_, fun a ha => ?_⟩
    · rw [key, mulVec_mulVec, mul_nonsing_inv M hdet, one_mulVec]
    · have hMa : M *ᵥ a = c := funext fun m => (key a m).symm.trans (ha m)
      rw [← hMa, mulVec_mulVec, nonsing_inv_mul M hdet, one_mulVec]
  · -- an even derivative is again a combination of the matched waves
    intro a ha m
    rw [← ha m, iteratedDeriv_succ, iteratedDeriv_even_wave]
    exact (hasDerivAt_wave_matched h _).deriv

/-- Two distinct positive wave numbers, matched to `L` at `R` and with `sin(kᵢ R) ≠ 0`, give
exactly one pseudo wave with `u(R) = v` and `u''(R) = c`, and `u(R) = v` forces `u'(R) = L v`. -/
theorem two_wave_matching {k : Fin 2 → ℝ} {R L : ℝ} (hpos : ∀ i, 0 < k i)
    (hk : Function.Injective k) (hs : ∀ i, Real.sin (k i * R) ≠ 0) (h : LogMatched k R L)
    (v c : ℝ) :
    (∃! a : Fin 2 → ℝ, wave k a R = v ∧ deriv (deriv (wave k a)) R = c) ∧
    ∀ a : Fin 2 → ℝ, wave k a R = v → deriv (wave k a) R = L * v := by
  constructor
  · refine (existsUnique_congr fun a => ?_).mp (existsUnique_matching hpos hk hs h ![v, c]).1
    have h2 : iteratedDeriv 2 (wave k a) = deriv (deriv (wave k a)) :=
      iteratedDeriv_succ.trans (by rw [iteratedDeriv_one])
    constructor
    · intro H
      exact ⟨by simpa using H 0, by simpa [h2] using H 1⟩
    · rintro ⟨h0, h1⟩ m
      fin_cases m
      · simpa using h0
      · simpa [h2] using h1
  · intro a ha
    rw [← ha]
    exact (hasDerivAt_wave_matched h a).deriv

/-- If all wave numbers are matched to the same `L` at `R` and `u(R) ≠ 0`, the potential obtained
by inverting the radial equation for the pseudo wave has zero slope at `R`. -/
theorem invertedPotential_flat {k : Fin n → ℝ} {R L : ℝ} (h : LogMatched k R L)
    (a : Fin n → ℝ) (E : ℝ) (hu : wave k a R ≠ 0) :
    HasDerivAt (invertedPotential E (wave k a)) 0 R := by
  have hf : invertedPotential E (wave k a) =
      fun r => E + wave k (fun i => -(k i) ^ 2 * a i) r / (2 * wave k a r) := by
    funext r
    simp only [invertedPotential, deriv_deriv_wave]
  -- `u''` and `u` both satisfy `f'(R) = L f(R)`, and `u(R) ≠ 0`, so `u''/u` is stationary at `R`
  have h1 := hasDerivAt_wave_matched h a
  have h2 := hasDerivAt_wave_matched h (fun i => -(k i) ^ 2 * a i)
  have h3 := (h2.fun_div (h1.const_mul 2) (mul_ne_zero two_ne_zero hu)).const_add E
  rw [hf]
  exact h3.congr_deriv (by ring)

/-- The wave numbers `(i + 1/2)π` are positive and distinct, have `sin(kᵢ R) ≠ 0` at `R = 1`, and
are matched there to the logarithmic derivative `L = 0`. -/
theorem matching_witness (n : ℕ) :
    (∀ i : Fin n, 0 < ((i : ℕ) + 1 / 2 : ℝ) * Real.pi) ∧
    Function.Injective (fun i : Fin n => ((i : ℕ) + 1 / 2 : ℝ) * Real.pi) ∧
    (∀ i : Fin n, Real.sin (((i : ℕ) + 1 / 2 : ℝ) * Real.pi * 1) ≠ 0) ∧
    LogMatched (fun i : Fin n => ((i : ℕ) + 1 / 2 : ℝ) * Real.pi) 1 0 := by
  have hc : ∀ i : Fin n, Real.cos (((i : ℕ) + 1 / 2 : ℝ) * Real.pi * 1) = 0 := by
    intro i
    rw [show ((i : ℕ) + 1 / 2 : ℝ) * Real.pi * 1 = (i : ℕ) * Real.pi + Real.pi / 2 by ring,
      Real.cos_add_pi_div_two, Real.sin_nat_mul_pi, neg_zero]
  refine ⟨fun i => by positivity, fun i j hij => ?_, fun i hi => ?_, fun i => ?_⟩
  · have h1 := mul_right_cancel₀ Real.pi_ne_zero hij
    have h2 : ((i : ℕ) : ℝ) = ((j : ℕ) : ℝ) := by linarith
    exact Fin.ext (Nat.cast_injective h2)
  · have h1 := Real.sin_sq_add_cos_sq (((i : ℕ) + 1 / 2 : ℝ) * Real.pi * 1)
    rw [hi, hc i] at h1
    norm_num at h1
  · change ((i : ℕ) + 1 / 2 : ℝ) * Real.pi *
      Real.cos (((i : ℕ) + 1 / 2 : ℝ) * Real.pi * 1) = 0 * _
    rw [hc i, mul_zero, zero_mul]

end

end PseudoWaveMatching
```

```lean
#print axioms PseudoWaveMatching.two_wave_matching
-- 'PseudoWaveMatching.two_wave_matching' depends on axioms: [propext, Classical.choice, Quot.sound]
#print axioms PseudoWaveMatching.invertedPotential_flat
-- 'PseudoWaveMatching.invertedPotential_flat' depends on axioms: [propext, Classical.choice, Quot.sound]
```

## What the theorems say about the pseudo wave

`wave k a` is the function $u$. The wave numbers and coefficients are real families indexed by `Fin n`, counted from $0$. Derivatives are Mathlib's `deriv` and `iteratedDeriv`, taken of the sine formula on the whole real line; at $R$ they agree with the derivatives approached from inside.

`LogMatched k R L` is the condition $k_i\cos(k_i R) = L\sin(k_i R)$ for every $i$. It stands for the choice of waves that share the all-electron logarithmic derivative at $R$, with $L$ entering as a given real number. Writing it without a quotient avoids dividing by the sine.

`two_wave_matching` is your claim. Its hypotheses `hpos`, `hk` and `hs` say that the wave numbers are positive, that they are distinct, and that the sines at $R$ do not vanish. The first conclusion uses `∃!`: exactly one coefficient vector gives $u(R) = v$ and $u''(R) = c$. The second says that every coefficient vector with $u(R) = v$ has $u'(R) = Lv$, whatever its curvature. The physical radius is positive, but the theorem does not need to assume this. The hypothesis `hs` is in fact implied by the others: if $\sin(k_i R) = 0$, matching would give $k_i\cos(k_i R) = 0$, although $k_i > 0$ and the cosine is then $\pm 1$.

`existsUnique_matching` is the version for $n$ waves, with the prescribed values $c_m$ given by `c m`. `invertedPotential_flat` states that the inverted potential is differentiable at $R$ with derivative $0$; it needs only the matching condition and $u(R) \neq 0$. The energy `E` is an arbitrary real constant.

`matching_witness` supplies an example for every $n$: the wave numbers $(i + \tfrac12)\pi$ with $R = 1$ and $L = 0$. For a general pair $R$, $L$, the matched wave numbers are assumed given.

The model is limited to s waves and to matching at a single radius. Norm conservation, augmentation charges, the absence of nodes and the subtraction of the valence Hartree and exchange-correlation potentials do not enter. The potential here is thus the screened one, before descreening.

## From termwise derivatives to a Vandermonde system

`hasDerivAt_wave` differentiates the sum term by term with the chain rule. `deriv_deriv_wave` does so once more and identifies $u''$ as another `wave`, with coefficients $-k_i^2 a_i$. Because this is an equality of functions, `iteratedDeriv_even_wave` can repeat it by induction and obtain the factor $(-k_i^2)^m$.

`hasDerivAt_wave_matched` is the slope relation $u'(R) = L\,u(R)$. After $L$ is moved inside the sum, the step `linear_combination a i * h i` multiplies the matching condition for wave $i$ by its coefficient, just as in the derivation above.

In `existsUnique_matching`, `hinj` shows that the numbers $-k_i^2$ are distinct by factoring $k_i^2 - k_j^2 = (k_i - k_j)(k_i + k_j)$ and using positivity to exclude a zero second factor. The matrix `M` is the transposed Vandermonde matrix times the diagonal matrix of sines, and `hdet` shows that its determinant is non-zero. The statement `key` identifies the even derivatives at $R$ with the entries of `M *ᵥ a`. The solution is then `M⁻¹ *ᵥ c`, and multiplying any other solution's equation by the inverse gives the same vector. For the odd orders, the proof writes the even derivative as a `wave` and applies the slope relation to it.

`two_wave_matching` takes existence and uniqueness from the general theorem with the prescribed values `![v, c]`, and the slope directly from `hasDerivAt_wave_matched`.

`invertedPotential_flat` applies the slope relation twice, to $u$ in `h1` and to $u''$ in `h2`. The quotient rule combines them in `h3`, and `ring` carries out the cancellation in the numerator.

For the example, `matching_witness` finds that each cosine vanishes at $R = 1$, which is the matching condition for $L = 0$. The identity $\sin^2 + \cos^2 = 1$ then shows that no sine vanishes there.
